# Purifying a Majorana covariance matrix with the positive root of 1 + G²

Take one fermionic mode, described by two Majorana operators with \(\gamma_1^2=\gamma_2^2=1\), and let \(a=i\langle\gamma_1\gamma_2\rangle\). Its covariance matrix is

\[
G=\begin{pmatrix}0&a\\-a&0\end{pmatrix},\qquad G^2=-a^2\,1,\qquad -1\le a\le 1 .
\]

The state is pure at \(a=\pm1\), where the mode is filled or empty, and mixed in between. Put \(s=\sqrt{1-a^2}\), add a second mode with covariance \(-G\), and let the correlations between the two be \(s\):

\[
M=\begin{pmatrix}0&a&s&0\\-a&0&0&s\\-s&0&0&-a\\0&-s&a&0\end{pmatrix}.
\]

Each diagonal entry of \(M^2\) is \(-(a^2+s^2)=-1\), and the off-diagonal entries cancel in pairs such as \(as-sa\). So \(M^2=-1\): the two modes together are pure, and the first one still has covariance \(G\). At \(a=\pm1\) the correlation \(s\) vanishes; at \(a=0\), the maximally mixed mode, it reaches its largest value, 1.

## The doubled matrix for any number of modes

For \(n\) Majorana operators \(\gamma_j\) with \(\gamma_j\gamma_k+\gamma_k\gamma_j=2\delta_{jk}\), the covariance matrix is \(G_{jk}=\tfrac{i}{2}\langle[\gamma_j,\gamma_k]\rangle\). It is real and antisymmetric, and it satisfies \(G^TG\le 1\), meaning that \(1-G^TG\) is positive semidefinite. Physically, the bound says that every normal mode has an occupation between 0 and 1. A Gaussian state is pure when \(G^2=-1\).

Let \(S\) be the positive semidefinite square root of \(1+G^2\). Then

\[
SG=GS,\qquad M=\begin{pmatrix}G&S\\-S&-G\end{pmatrix},\qquad M^T=-M,\qquad M^2=-1 .
\]

Conversely, any diagonal block of a pure covariance matrix satisfies the bound. The admissible matrices are therefore exactly the reductions of pure ones.

## Mixed states in a pure-state Gaussian code

For non-interacting fermions, a program written for pure Gaussian states can take a mixed Gaussian input, such as a grand-canonical thermal state of a quadratic Hamiltonian, by storing \(M\) in place of \(G\). If the system evolves by \(G\mapsto OGO^T\) with \(O\) real orthogonal, the program applies \(O\oplus 1\) to \(M\). The matrix stays pure, and its first block follows the mixed state.

Such a code relies on the commutation of \(S\) with \(G\), because the off-diagonal blocks of \(M^2\) are the commutator \(GS-SG\). It also relies on the normalisation \(\gamma_j^2=1\): if the operators are scaled so that \(\gamma_j^2=\tfrac12\) and the formula for \(G\) is kept, \(G\) has to be doubled before the root is taken.

## From a vanishing commutator to a pure matrix

Since \(G^T=-G\), we have \(1-G^TG=1+G^2\). The bound makes this matrix positive semidefinite, so \(S\) exists, with \(S^T=S\) and \(S^2=1+G^2\).

**Commutation.** Let \(K=SG-GS\). It is symmetric:

\[
K^T=G^TS-SG^T=-GS+SG=K .
\]

It anticommutes with \(S\), because \(S^2=1+G^2\) commutes with \(G\):

\[
SK+KS=S^2G-SGS+SGS-GS^2=S^2G-GS^2=0 .
\]

Hence \(KSK=-K(KS)\), and the cyclic property of the trace gives

\[
\operatorname{tr}(KSK)=-\operatorname{tr}(K\cdot KS)=-\operatorname{tr}(KS\cdot K)=-\operatorname{tr}(KSK),
\]

so this trace is zero. But \(KSK=K^TSK\) is positive semidefinite, and a positive semidefinite matrix with zero trace is zero. Therefore \(KSK=0\), and so \(K^2S=0\).

The rest uses the fact that a real matrix with \(A^TA=0\) is zero, since the trace of \(A^TA\) is the sum of the squared entries of \(A\).

- \((KS)^T(KS)=S\,K^2S=0\), so \(KS=0\), and then \(SK=-KS=0\).
- \(K^3=K(SG-GS)K=(KS)GK-KG(SK)=0\).
- \((K^2)^TK^2=K^4=0\), so \(K^2=0\).
- \(K^TK=K^2=0\), so \(K=0\).

**Purity.** Comparing the blocks of

\[
M^T=\begin{pmatrix}G^T&-S^T\\S^T&-G^T\end{pmatrix},\qquad -M=\begin{pmatrix}-G&-S\\S&G\end{pmatrix}
\]

shows that, for antisymmetric \(G\), \(M\) is antisymmetric exactly when \(S^T=S\). The square is

\[
M^2=\begin{pmatrix}G^2-S^2&GS-SG\\GS-SG&G^2-S^2\end{pmatrix},
\]

which equals \(-1\) exactly when \(S^2=1+G^2\) and \(SG=GS\).

**Converse.** Let \(\begin{pmatrix}G&B\\C&D\end{pmatrix}\) be antisymmetric with square \(-1\). Then \(G^T=-G\) and \(C=-B^T\), and the first block of the square reads \(G^2-BB^T=-1\). So

\[
1-G^TG=1+G^2=BB^T\ge 0 .
\]

**Vanishing correlations.** If \(S=0\), then \(1+G^2=S^2=0\), so \(G\) is pure. If \(G\) is pure, then \(1+G^2=0\), whose positive semidefinite root is 0.

**One mode.** Here \(1+G^2=(1-a^2)\,1\), and \(\sqrt{1-a^2}\,1\) is positive semidefinite with this square, so it is \(S\).

## Without the bound, and without a positive root

Take the single-mode matrix with \(a=2\), which violates the bound. Then \(1+G^2=-3\cdot 1\), and no real symmetric \(S\) has this square. By the converse, no other choice of blocks gives a purification either.

Now keep the bound, with \(a=3/5\), but take a symmetric root that is not positive:

\[
S=\frac45\begin{pmatrix}1&0\\0&-1\end{pmatrix},\qquad S^2=\frac{16}{25}\,1=1+G^2,\qquad GS-SG=-\frac{24}{25}\begin{pmatrix}0&1\\1&0\end{pmatrix}.
\]

The commutator is not zero, and the doubled matrix is not pure. A routine that chooses the signs of the square roots eigenvector by eigenvector can produce such an \(S\).

## Lean source for the purification and its converse

```lean
import Mathlib

open Matrix
open scoped MatrixOrder

namespace GaussianPurification

noncomputable section

variable {n m : Type*} [Fintype n] [DecidableEq n] [Fintype m] [DecidableEq m]

/-- A Majorana covariance matrix: real antisymmetric `G` with `Gᵀ G ≤ 1`. -/
def IsCovariance (G : Matrix n n ℝ) : Prop :=
  Gᵀ = -G ∧ Gᵀ * G ≤ 1

/-- The covariance matrix of a pure Gaussian state: real antisymmetric with square `-1`. -/
def IsPure (M : Matrix n n ℝ) : Prop :=
  Mᵀ = -M ∧ M * M = -1

/-- The doubled matrix `[[G, S], [-S, -G]]`: the system, an ancilla copy with covariance `-G`,
and the correlations `S` between them. -/
def doubled (G S : Matrix n n ℝ) : Matrix (n ⊕ n) (n ⊕ n) ℝ :=
  fromBlocks G S (-S) (-G)

/-- The square root of `1 + G²` given by the continuous functional calculus. It is the positive
semidefinite root whenever `1 + G²` is positive semidefinite. -/
def purityRoot (G : Matrix n n ℝ) : Matrix n n ℝ :=
  CFC.sqrt (1 + G * G)

/-- A positive semidefinite square root of `1 + G²` commutes with the antisymmetric matrix `G`. -/
theorem root_commutes {G S : Matrix n n ℝ} (hG : Gᵀ = -G) (hS : S.PosSemidef)
    (hsq : S * S = 1 + G * G) : S * G = G * S := by
  have key : ∀ A : Matrix n n ℝ, Aᵀ * A = 0 → A = 0 := fun A h =>
    Matrix.conjTranspose_mul_self_eq_zero.mp
      (by rw [conjTranspose_eq_transpose_of_trivial]; exact h)
  have hSt : Sᵀ = S := by
    rw [← conjTranspose_eq_transpose_of_trivial]
    exact hS.isHermitian
  obtain ⟨K, hK⟩ : ∃ K, K = S * G - G * S := ⟨_, rfl⟩
  have hKt : Kᵀ = K := by
    rw [hK, Matrix.transpose_sub, Matrix.transpose_mul, Matrix.transpose_mul, hSt, hG]
    noncomm_ring
  -- the commutator anticommutes with S, since S² commutes with G
  have hc : S * S * G = G * (S * S) := by
    rw [hsq]
    noncomm_ring
  have anti : S * K = -(K * S) := by
    have h : S * K + K * S = S * S * G - G * (S * S) := by
      rw [hK]
      noncomm_ring
    rw [hc, sub_self] at h
    exact eq_neg_of_add_eq_zero_left h
  -- K S K is positive semidefinite and traceless, hence zero
  have h1 : K * S * K = -(K * (K * S)) := by rw [mul_assoc, anti, mul_neg]
  have h2 : Matrix.trace (K * S * K) = -Matrix.trace (K * S * K) := by
    conv_lhs => rw [h1, Matrix.trace_neg, Matrix.trace_mul_comm]
  have hP : (K * S * K).PosSemidef := by
    have h := hS.conjTranspose_mul_mul_same K
    rwa [conjTranspose_eq_transpose_of_trivial, hKt] at h
  have hKSK : K * S * K = 0 := hP.trace_eq_zero_iff.mp (by linarith)
  have h3 : K * (K * S) = 0 := by
    rw [h1] at hKSK
    exact neg_eq_zero.mp hKSK
  have hKS : K * S = 0 := key _ (by
    rw [Matrix.transpose_mul, hKt, hSt, mul_assoc, h3, mul_zero])
  have hSK : S * K = 0 := by rw [anti, hKS, neg_zero]
  -- hence K³ = 0, and a symmetric nilpotent matrix vanishes
  have h4 : K * K * K = 0 := by
    have h : K * (S * G - G * S) * K = K * S * G * K - K * G * (S * K) := by noncomm_ring
    rw [← hK, hKS, hSK] at h
    simpa only [zero_mul, mul_zero, sub_zero] using h
  have h5 : K * K = 0 := key _ (by
    rw [Matrix.transpose_mul, hKt, ← mul_assoc, h4, zero_mul])
  have h6 : K = 0 := key _ (by rw [hKt]; exact h5)
  rw [hK] at h6
  exact sub_eq_zero.mp h6

/-- For antisymmetric `G`, the doubled matrix is pure exactly when `S` is symmetric, commutes
with `G` and squares to `1 + G²`. -/
theorem doubled_isPure_iff {G S : Matrix n n ℝ} (hG : Gᵀ = -G) :
    IsPure (doubled G S) ↔ Sᵀ = S ∧ S * G = G * S ∧ S * S = 1 + G * G := by
  unfold IsPure doubled
  rw [fromBlocks_transpose, fromBlocks_multiply, ← fromBlocks_one]
  simp only [fromBlocks_neg, fromBlocks_inj]
  constructor
  · rintro ⟨⟨_, _, h3, _⟩, h5, h6, _, _⟩
    refine ⟨by simpa using h3, ?_, ?_⟩
    · linear_combination (norm := noncomm_ring) -h6
    · linear_combination (norm := noncomm_ring) -h5
  · rintro ⟨hs, hc, hq⟩
    refine ⟨⟨hG, by rw [Matrix.transpose_neg, hs], by rw [hs, neg_neg],
      by rw [Matrix.transpose_neg, hG]⟩, ?_, ?_, ?_, ?_⟩
    · linear_combination (norm := noncomm_ring) -hq
    · linear_combination (norm := noncomm_ring) -hc
    · linear_combination (norm := noncomm_ring) -hc
    · linear_combination (norm := noncomm_ring) -hq

/-- For a covariance matrix `G`, the matrix `purityRoot G` is positive semidefinite and squares
to `1 + G²`. -/
theorem purityRoot_spec {G : Matrix n n ℝ} (h : IsCovariance G) :
    (purityRoot G).PosSemidef ∧ purityRoot G * purityRoot G = 1 + G * G := by
  have hp : (1 - Gᵀ * G).PosSemidef := Matrix.le_iff.mp h.2
  have he : 1 - Gᵀ * G = 1 + G * G := by
    rw [h.1]
    noncomm_ring
  rw [he] at hp
  exact ⟨Matrix.nonneg_iff_posSemidef.mp (CFC.sqrt_nonneg _),
    CFC.sqrt_mul_sqrt_self _ (Matrix.nonneg_iff_posSemidef.mpr hp)⟩

/-- Gaussian purification: the positive semidefinite root `S` of `1 + G²` commutes with the
covariance matrix `G`, and `[[G, S], [-S, -G]]` is a pure covariance matrix whose system block
is `G`. -/
theorem gaussian_purification {G : Matrix n n ℝ} (h : IsCovariance G) :
    purityRoot G * G = G * purityRoot G ∧
      IsPure (doubled G (purityRoot G)) ∧
      (doubled G (purityRoot G)).toBlocks₁₁ = G := by
  obtain ⟨hS, hq⟩ := purityRoot_spec h
  have hc := root_commutes h.1 hS hq
  have hs : (purityRoot G)ᵀ = purityRoot G := by
    rw [← conjTranspose_eq_transpose_of_trivial]
    exact hS.isHermitian
  exact ⟨hc, (doubled_isPure_iff h.1).mpr ⟨hs, hc, hq⟩, toBlocks_fromBlocks₁₁ _ _ _ _⟩

/-- The system block of a pure covariance matrix, with an ancilla of any size, is a covariance
matrix. -/
theorem reduced_isCovariance {G : Matrix n n ℝ} {B : Matrix n m ℝ} {C : Matrix m n ℝ}
    {D : Matrix m m ℝ} (h : IsPure (fromBlocks G B C D)) : IsCovariance G := by
  obtain ⟨ht, hq⟩ := h
  rw [fromBlocks_transpose, fromBlocks_neg, fromBlocks_inj] at ht
  rw [fromBlocks_multiply, ← fromBlocks_one, fromBlocks_neg, fromBlocks_inj] at hq
  obtain ⟨hG, _, hB, _⟩ := ht
  have hC : C = -Bᵀ := by rw [hB, neg_neg]
  have h1 : G * G + B * C = -1 := hq.1
  rw [hC, Matrix.mul_neg] at h1
  refine ⟨hG, Matrix.le_iff.mpr ?_⟩
  -- the purity defect of the block is B Bᵀ
  have he : 1 - Gᵀ * G = B * Bᵀ := by
    rw [hG]
    linear_combination (norm := noncomm_ring) h1
  rw [he, ← conjTranspose_eq_transpose_of_trivial]
  exact Matrix.posSemidef_self_mul_conjTranspose B

/-- A real matrix is a covariance matrix exactly when it is the system block of a pure covariance
matrix on the system and an ancilla of equal size. -/
theorem isCovariance_iff_exists_purification (G : Matrix n n ℝ) :
    IsCovariance G ↔ ∃ B C D : Matrix n n ℝ, IsPure (fromBlocks G B C D) :=
  ⟨fun h => ⟨_, _, _, (gaussian_purification h).2.1⟩,
    fun ⟨_, _, _, h⟩ => reduced_isCovariance h⟩

/-- For a covariance matrix `G`, the system-ancilla correlations `purityRoot G` vanish exactly when
`G` is already pure. -/
theorem purityRoot_eq_zero_iff {G : Matrix n n ℝ} (h : IsCovariance G) :
    purityRoot G = 0 ↔ IsPure G := by
  constructor
  · intro h0
    have hq := (purityRoot_spec h).2
    rw [h0, mul_zero] at hq
    exact ⟨h.1, eq_neg_of_add_eq_zero_right hq.symm⟩
  · intro hp
    rw [purityRoot, hp.2, add_neg_cancel, CFC.sqrt_zero]

/-- For a single mode with covariance `[[0, a], [-a, 0]]` and `a² ≤ 1`, the correlations with the
ancilla are `√(1 - a²)` times the identity. -/
theorem purityRoot_single_mode (a : ℝ) (ha : a ^ 2 ≤ 1) :
    purityRoot !![0, a; -a, 0] = √(1 - a ^ 2) • (1 : Matrix (Fin 2) (Fin 2) ℝ) := by
  have hs : √(1 - a ^ 2) * √(1 - a ^ 2) = 1 - a ^ 2 := Real.mul_self_sqrt (by linarith)
  refine CFC.sqrt_unique ?_ (Matrix.nonneg_iff_posSemidef.mpr
    (Matrix.PosSemidef.one.smul (Real.sqrt_nonneg _)))
  rw [smul_mul_smul_comm, one_mul, hs]
  ext i j
  fin_cases i <;> fin_cases j <;> simp <;> ring

end

end GaussianPurification
```

```lean
#print axioms GaussianPurification.gaussian_purification
-- 'GaussianPurification.gaussian_purification' depends on axioms: [propext, Classical.choice, Quot.sound]
#print axioms GaussianPurification.isCovariance_iff_exists_purification
-- 'GaussianPurification.isCovariance_iff_exists_purification' depends on axioms: [propext, Classical.choice, Quot.sound]
#print axioms GaussianPurification.purityRoot_eq_zero_iff
-- 'GaussianPurification.purityRoot_eq_zero_iff' depends on axioms: [propext, Classical.choice, Quot.sound]
#print axioms GaussianPurification.purityRoot_single_mode
-- 'GaussianPurification.purityRoot_single_mode' depends on axioms: [propext, Classical.choice, Quot.sound]
```

## Covariance matrices in, covariance matrices out

**Objects.** The index type `n` labels the Majorana operators of the system and may be any finite type. Physical modes come in pairs of Majorana operators, but the theorems don't require an even number. For a single index, \(G=0\), \(S=1\), and the doubled matrix is \(\begin{pmatrix}0&1\\-1&0\end{pmatrix}\).

`IsCovariance G` states antisymmetry and the bound `Gᵀ * G ≤ 1`, where `≤` is the positive semidefinite order on matrices. `IsPure M` states antisymmetry and `M * M = -1`. `doubled G S` is the block matrix, indexed by `n ⊕ n`: the system first, then an ancilla of equal size. `purityRoot G` is the root of `1 + G * G` given by the continuous functional calculus. Lean defines it for every `G`; when `1 + G * G` is not positive semidefinite, the value is 0, which is not a square root of it.

**Statements.** `gaussian_purification` assumes `IsCovariance G` and concludes three things: the root commutes with `G`, the doubled matrix is pure, and its upper left block is `G`. `isCovariance_iff_exists_purification` says that a real matrix is a covariance matrix exactly when some blocks `B`, `C`, `D` of the same size complete it to a pure one. The direction from pure to reduced, `reduced_isCovariance`, allows an ancilla of any finite size. `purityRoot_eq_zero_iff` and `purityRoot_single_mode` cover the vanishing correlations and the one-mode formula.

**Proof of commutation.** `root_commutes` follows the derivation line by line. Its local fact `key` is the implication from \(A^TA=0\) to \(A=0\). The step `anti` is the anticommutation, `h2` is the trace identity, and `hP` is the positivity of \(KSK\), which together with the zero trace gives `hKSK`. The steps `hKS`, `hSK`, `h4`, `h5` and `h6` are the short chain that ends in \(K=0\). The tactic `noncomm_ring` expands products without exchanging factors, as matrix algebra demands.

**Proof of purity.** `doubled_isPure_iff` multiplies out the blocks and compares them; each `linear_combination` matches one block equation with one condition on \(S\). It requires neither the bound nor positivity of \(S\), so \(-S\) purifies \(G\) as well as \(S\) does, and the purification is not unique in general. `purityRoot_spec` turns the bound into positivity of \(1+G^2\) and obtains the root's two properties. The main theorem combines these results.

**Proofs of the remaining results.** `reduced_isCovariance` reads \(C=-B^T\) from antisymmetry and \(1-G^TG=BB^T\) from the first block of the square. In the one-mode theorem, `CFC.sqrt_unique` reduces the claim to checking that the proposed matrix is positive semidefinite and has the right square. The first holds because it is a nonnegative multiple of the identity; the second is checked entry by entry.

**Limits.** The theorems concern finite real matrices. Density operators and Fock space don't appear, so the reading of `IsCovariance` and `IsPure` as properties of Gaussian states is physics brought in through the definitions. For a non-Gaussian state, which is not fixed by its covariance matrix, \(M\) reproduces the two-point functions of the system and not necessarily its higher correlations. The arithmetic is exact: nothing here bounds the error of a computed square root, so a program should still monitor the size of \(M^2+1\).
